# The only eigenvalue within g of a Hermitian matrix's diagonal entry lies within δ²/g of that entry, where δ is the norm of the rest of its column

An iterative eigensolver has nearly decoupled the last basis vector of a Hamiltonian matrix. The off-diagonal part of the last column has norm $\delta = 10^{-5}$ hartree, and the solver would like to set it to zero and accept the diagonal entry $c$ as an energy level. This is deflation. If all that is known is the general estimate that some eigenvalue lies within $\delta$ of $c$, the level can be trusted only to $10^{-5}$ hartree, and a user who wants $10^{-8}$ keeps iterating.

The error is much smaller when the level is isolated. Suppose that exactly one distinct eigenvalue $\lambda$ lies in the open window $(c-g,\,c+g)$. Then
$$|\lambda - c| \le \frac{\delta^2}{g}.$$
With $g = 0.1$ hartree this gives $10^{-9}$ hartree. The estimate applies to subspace diagonalisation in electronic-structure codes, for a finite Hermitian matrix in an orthonormal basis.

## Levels, diagonal entries and couplings

Let $A$ be a finite square matrix, real symmetric or complex Hermitian. In Lean, `RCLike 𝕜` treats the real and complex cases together, and `n` is the finite set that labels the basis vectors.

```lean
import Mathlib

open Matrix

namespace QuadraticDeflation

noncomputable section

variable {𝕜 n : Type*} [RCLike 𝕜] [Fintype n] [DecidableEq n]
```

A real number $\mu$ is an eigenvalue of $A$ if $Av = \mu v$ for some $v \neq 0$. The vector need not be normalised. Restricting $\mu$ to real values loses nothing, because a Hermitian matrix has only real eigenvalues.

```lean
/-- The real number `μ` is an eigenvalue of `A`: some nonzero vector `v` satisfies `A v = μ v`. -/
def IsEigenvalue (A : Matrix n n 𝕜) (μ : ℝ) : Prop :=
  ∃ v : n → 𝕜, v ≠ 0 ∧ A *ᵥ v = μ • v
```

Choose any basis index $k$; it need not be the last. The accepted level is the diagonal entry $c = A_{kk}$, which is real for Hermitian $A$, so taking its real part only turns it into a real number.

```lean
/-- The real part of the diagonal entry of `A` at index `k`. -/
def diagEntry (A : Matrix n n 𝕜) (k : n) : ℝ := RCLike.re (A k k)
```

The coupling of basis vector $k$ to all the others is
$$\delta = \Big(\sum_{i \ne k} |A_{ik}|^2\Big)^{1/2}.$$

```lean
/-- The Euclidean norm of the off-diagonal part of column `k`. -/
def coupling (A : Matrix n n 𝕜) (k : n) : ℝ :=
  √(∑ i ∈ Finset.univ.erase k, ‖A i k‖ ^ 2)
```

The name `coupling` thus stands for the norm of a whole column without its diagonal entry, whereas in a two-level model the word usually means a single matrix element. For a $1\times 1$ matrix the sum is empty and $\delta = 0$.

## A shift far from every level leaves a large residual

Let $m$ be a real shift, and let every eigenvalue lie at distance at least $h \ge 0$ from it. Take an orthonormal eigenbasis $u_j$ with eigenvalues $\lambda_j$. Since $A$ is Hermitian,
$$\langle u_j, (A-m)x\rangle = (\lambda_j - m)\,\langle u_j, x\rangle .$$
Parseval's identity, applied to the residual and then to $x$, gives
$$\|(A-m)x\|^2 = \sum_j (\lambda_j-m)^2\,|\langle u_j,x\rangle|^2 \ \ge\ h^2\sum_j|\langle u_j,x\rangle|^2 = h^2\|x\|^2 .$$

```lean
/-- Residual bound: if every eigenvalue of a Hermitian matrix is at least `h ≥ 0` away from the
shift `m`, then the residual `A x - m x` is at least `h` times as long as `x` (stated in squares). -/
theorem residual_bound {A : Matrix n n 𝕜} (hA : A.IsHermitian) {m h : ℝ} (hh : 0 ≤ h)
    (hgap : ∀ μ, IsEigenvalue A μ → h ≤ |μ - m|) (x : n → 𝕜) :
    h ^ 2 * ∑ i, ‖x i‖ ^ 2 ≤ ∑ i, ‖(A *ᵥ x - m • x) i‖ ^ 2 := by
  let b := hA.eigenvectorBasis
  have heig : ∀ j, IsEigenvalue A (hA.eigenvalues j) := fun j =>
    ⟨(b j).ofLp, fun h0 => b.orthonormal.ne_zero j (by ext i; exact congrFun h0 i),
      hA.mulVec_eigenvectorBasis j⟩
  -- in the eigenvector basis, the shifted matrix multiplies each component by a number
  have coef : ∀ j, inner 𝕜 (b j) (WithLp.toLp 2 (A *ᵥ x - m • x)) =
      ((hA.eigenvalues j - m : ℝ) : 𝕜) * inner 𝕜 (b j) (WithLp.toLp 2 x) := by
    intro j
    have h1 : star (b j).ofLp ᵥ* A = hA.eigenvalues j • star (b j).ofLp := by
      have h2 := congrArg star (hA.mulVec_eigenvectorBasis j)
      rw [Matrix.star_mulVec, hA.eq] at h2
      refine h2.trans ?_
      ext i
      simp [b, RCLike.real_smul_eq_coe_mul]
    have key : star (b j).ofLp ⬝ᵥ (A *ᵥ x - m • x) =
        ((hA.eigenvalues j - m : ℝ) : 𝕜) * (star (b j).ofLp ⬝ᵥ x) := by
      rw [dotProduct_sub, Matrix.dotProduct_mulVec, h1, smul_dotProduct, dotProduct_smul,
        RCLike.real_smul_eq_coe_mul, RCLike.real_smul_eq_coe_mul]
      push_cast
      ring
    rw [dotProduct_comm, dotProduct_comm _ x] at key
    rw [EuclideanSpace.inner_eq_star_dotProduct, EuclideanSpace.inner_eq_star_dotProduct]
    exact key
  -- Parseval's identity for the vector and for its residual
  have hx : ∑ j, ‖inner 𝕜 (b j) (WithLp.toLp 2 x)‖ ^ 2 = ∑ i, ‖x i‖ ^ 2 :=
    (b.sum_sq_norm_inner_right _).trans (EuclideanSpace.norm_sq_eq _)
  have hr : ∑ j, ‖inner 𝕜 (b j) (WithLp.toLp 2 (A *ᵥ x - m • x))‖ ^ 2 =
      ∑ i, ‖(A *ᵥ x - m • x) i‖ ^ 2 :=
    (b.sum_sq_norm_inner_right _).trans (EuclideanSpace.norm_sq_eq _)
  rw [← hx, ← hr, Finset.mul_sum]
  refine Finset.sum_le_sum fun j _ => ?_
  have hj : h ^ 2 ≤ (hA.eigenvalues j - m) ^ 2 := by
    rw [← sq_abs (hA.eigenvalues j - m)]
    exact pow_le_pow_left₀ hh (hgap _ (heig j)) 2
  rw [coef j, norm_mul, mul_pow, RCLike.norm_ofReal, sq_abs]
  exact mul_le_mul_of_nonneg_right hj (sq_nonneg _)
```

The formal proof has the same three parts. `coef` is the first display, obtained by letting $A$ act to the left on the conjugated eigenvector. `hx` and `hr` are Parseval's identity for $x$ and for the residual. The sums are then compared term by term, with `hj` supplying $h^2 \le (\lambda_j-m)^2$.

## The residual of a basis vector

Now let $x = e_k$, the basis vector at $k$. The vector $Ae_k$ is column $k$ of $A$, so $(A-m)e_k$ has the component $c-m$ at $k$ and the components $A_{ik}$ at $i\neq k$. Therefore
$$\|(A-m)e_k\|^2 = \delta^2 + (c-m)^2 .$$

```lean
/-- For a Hermitian matrix, the squared residual of the basis vector at `k` with shift `m` is the
squared coupling plus the squared distance from `m` to the diagonal entry. -/
theorem residual_basis_vector {A : Matrix n n 𝕜} (hA : A.IsHermitian) (k : n) (m : ℝ) :
    ∑ i, ‖(A *ᵥ Pi.single k 1 - m • (Pi.single k 1 : n → 𝕜)) i‖ ^ 2 =
      coupling A k ^ 2 + (diagEntry A k - m) ^ 2 := by
  have hd : ((diagEntry A k : ℝ) : 𝕜) = A k k := RCLike.conj_eq_iff_re.mp (hA.apply k k)
  have hcol : ∀ i, (A *ᵥ Pi.single k 1) i = A i k := fun i => by simp
  rw [coupling, Real.sq_sqrt (Finset.sum_nonneg fun i _ => sq_nonneg _),
    ← Finset.add_sum_erase Finset.univ _ (Finset.mem_univ k), add_comm]
  congr 1
  · refine Finset.sum_congr rfl fun i hi => ?_
    rw [Pi.sub_apply, hcol, Pi.smul_apply, Pi.single_eq_of_ne (Finset.ne_of_mem_erase hi),
      smul_zero, sub_zero]
  · rw [Pi.sub_apply, hcol, Pi.smul_apply, Pi.single_eq_same, RCLike.real_smul_eq_coe_mul,
      mul_one, ← hd, ← RCLike.ofReal_sub, RCLike.norm_ofReal, sq_abs]
```

`Pi.single k 1` is $e_k$. The proof splits the term $i = k$ from the sum and treats the two parts separately; `hd` records that the diagonal entry is real.

## An empty energy interval bounds the coupling from below

Let no eigenvalue lie strictly between $a$ and $b$, with $a \le b$. Put the shift at the midpoint, $m = (a+b)/2$, and let $h = (b-a)/2$. Every eigenvalue is then at least $h$ away from $m$. Since $\|e_k\| = 1$, the two previous results give
$$h^2 \le \delta^2 + (c-m)^2 .$$
Moving the last term to the left and factorising the difference of squares yields
$$(b-c)(c-a) = h^2-(c-m)^2 \le \delta^2 .$$

```lean
/-- Gap inequality: if a Hermitian matrix has no eigenvalue strictly between `a` and `b`, where
`a ≤ b`, then `(b - c) (c - a) ≤ δ²` for each diagonal entry `c` with coupling `δ`. -/
theorem gap_inequality {A : Matrix n n 𝕜} (hA : A.IsHermitian) (k : n) {a b : ℝ} (hab : a ≤ b)
    (hfree : ∀ μ, IsEigenvalue A μ → ¬ (a < μ ∧ μ < b)) :
    (b - diagEntry A k) * (diagEntry A k - a) ≤ coupling A k ^ 2 := by
  -- shift to the midpoint of the empty interval
  have hdist : ∀ μ, IsEigenvalue A μ → (b - a) / 2 ≤ |μ - (a + b) / 2| := by
    intro μ hμ
    by_contra hlt
    obtain ⟨h1, h2⟩ := abs_lt.mp (not_le.mp hlt)
    exact hfree μ hμ ⟨by linarith, by linarith⟩
  have hres := residual_bound hA (by linarith) hdist (Pi.single k 1)
  have hone : ∑ i, ‖(Pi.single k 1 : n → 𝕜) i‖ ^ 2 = 1 := by
    rw [Finset.sum_eq_single k]
    · simp
    · intro i _ hi
      simp [Pi.single_eq_of_ne hi]
    · simp
  rw [residual_basis_vector hA, hone] at hres
  nlinarith [hres]
```

In the proof, `hdist` is the statement about distances from the midpoint, `hone` is the normalisation of $e_k$, and the closing `nlinarith` does the factorisation. The inequality has content when $c$ lies inside the empty interval: a diagonal entry deep in a spectral gap must be strongly coupled to the rest of the basis.

## A weakly coupled entry has a level nearby

Let $\delta < g$ and suppose that the window $(c-g,\,c+g)$ held no eigenvalue. With $a = c-g$ and $b = c+g$, the gap inequality would read $g^2 \le \delta^2$, which contradicts $0 \le \delta < g$. So the window holds at least one eigenvalue.

```lean
/-- If the coupling of a diagonal entry `c` of a Hermitian matrix is smaller than `g`, then some
eigenvalue lies within distance less than `g` of `c`. -/
theorem exists_eigenvalue_near {A : Matrix n n 𝕜} (hA : A.IsHermitian) (k : n) {g : ℝ}
    (hg : coupling A k < g) : ∃ μ, IsEigenvalue A μ ∧ |μ - diagEntry A k| < g := by
  have h0 : 0 ≤ coupling A k := Real.sqrt_nonneg _
  by_contra hno
  have h := gap_inequality hA k (a := diagEntry A k - g) (b := diagEntry A k + g) (by linarith)
    fun μ hμ hw => hno ⟨μ, hμ, abs_lt.mpr ⟨by linarith [hw.1], by linarith [hw.2]⟩⟩
  nlinarith [h]
```

When $\delta < g$, it therefore remains only to rule out a second distinct eigenvalue in the window before the quadratic bound applies.

## Two empty intervals give the quadratic bound

Let $\lambda$ be the only distinct eigenvalue in the window. The intervals on either side of it, $(\lambda,\,c+g)$ and $(c-g,\,\lambda)$, are then empty. The gap inequality for the upper one gives
$$g\,(c-\lambda) \le \delta^2,$$
and for the lower one
$$(\lambda-c)\,g \le \delta^2 .$$
Together they say $g\,|\lambda-c| \le \delta^2$. Since the window is occupied, $g > 0$, and division gives the result.

```lean
/-- Quadratic deflation error: if `lam` is the only distinct eigenvalue of a Hermitian matrix at
distance less than `g` from the diagonal entry `c`, then `|lam - c| ≤ δ² / g`, where `δ` is the
norm of the off-diagonal part of that column. -/
theorem quadratic_deflation_error {A : Matrix n n 𝕜} (hA : A.IsHermitian) (k : n) {g lam : ℝ}
    (honly : ∀ μ, (IsEigenvalue A μ ∧ |μ - diagEntry A k| < g) ↔ μ = lam) :
    |lam - diagEntry A k| ≤ coupling A k ^ 2 / g := by
  have hwin := ((honly lam).mpr rfl).2
  have hg : 0 < g := (abs_nonneg _).trans_lt hwin
  obtain ⟨hl, hu⟩ := abs_lt.mp hwin
  -- the interval above `lam` is empty, and so is the interval below it
  have habove := gap_inequality hA k (a := lam) (b := diagEntry A k + g) (by linarith)
    fun μ hμ hw => hw.1.ne' ((honly μ).mp
      ⟨hμ, abs_lt.mpr ⟨by linarith [hw.1], by linarith [hw.2]⟩⟩)
  have hbelow := gap_inequality hA k (a := diagEntry A k - g) (b := lam) (by linarith)
    fun μ hμ hw => hw.2.ne ((honly μ).mp
      ⟨hμ, abs_lt.mpr ⟨by linarith [hw.1], by linarith [hw.2]⟩⟩)
  rw [le_div_iff₀ hg]
  rcases abs_cases (lam - diagEntry A k) with ⟨h, _⟩ | ⟨h, _⟩ <;> rw [h] <;> nlinarith
```

The eigenvalue $\lambda$ is written `lam` in Lean. The hypothesis `honly` says that a real number $\mu$ is an eigenvalue at distance less than $g$ from $c$ if and only if $\mu = \lambda$. One direction puts $\lambda$ itself in the window, which also yields $g>0$; the other excludes every different value. Multiplicity plays no role, so $\lambda$ may be a degenerate level.

Physically, `honly` is an isolation condition. The number $g$ is measured from $c$ to the other exact eigenvalues, not to the other diagonal entries as in the energy denominators of perturbation theory. A program has to obtain it from separate information about the spectrum.

The steps `habove` and `hbelow` are the two applications of the gap inequality, and `abs_cases` selects the one that matches the sign of $\lambda-c$.

The bound concerns the exact eigenvalues of the matrix $A$. In a running code the stored matrix has been produced by rounded operations, and in subspace diagonalisation it is also a projection of a larger Hamiltonian. The bound covers neither the rounding error nor the projection error.

## Two levels in the window can spoil the bound

Suppose that the window may hold two distinct eigenvalues. For $0 < \delta < g$ take
$$\begin{pmatrix} c & \delta\\ \delta & c\end{pmatrix}.$$
A direct calculation gives the eigenvalues $c \pm \delta$. Both lie in the window, and both are at distance $\delta > \delta^2/g$ from $c$. The two basis states have equal diagonal entries, so each eigenvector mixes them with equal weight however small $\delta$ is, and the error is linear in the coupling.

## A two-level matrix that attains the bound

Let $0 \le \delta < g$ and write $s = \delta^2/g$. Consider the two-level matrix
$$\begin{pmatrix} c+g-s & \delta\\ \delta & c\end{pmatrix}.$$

```lean
/-- A real two-level matrix with last diagonal entry `c` and off-diagonal entry `δ`, for `g ≠ 0`. -/
def twoLevel (c g δ : ℝ) : Matrix (Fin 2) (Fin 2) ℝ :=
  !![c + g - δ ^ 2 / g, δ; δ, c]
```

Lean numbers the rows and columns 0 and 1, so the accepted entry $c$ has index 1.

For an eigenvector $v = (v_0, v_1)$ with eigenvalue $\mu$, the two rows of the eigenvalue equation are
$$(c+g-s)v_0 + \delta v_1 = \mu v_0, \qquad \delta v_0 + c v_1 = \mu v_1 .$$
Eliminating one component at a time and using $gs=\delta^2$ gives
$$(\mu-c-g)(\mu-c+s)\,v_i = 0, \qquad i = 0, 1.$$
Some component is nonzero, so $\mu = c+g$ or $\mu = c-s$. The first value sits on the edge of the open window and is excluded.

The second value is indeed an eigenvalue, with normalised eigenvector
$$\frac{1}{\sqrt{g^2+\delta^2}}\begin{pmatrix}\delta\\ -g\end{pmatrix}.$$
It lies in the window because $0 \le s < g$. The only eigenvalue there is thus $c-\delta^2/g$, whose distance from $c$ is exactly $\delta^2/g$.

```lean
/-- Sharpness: for all `0 ≤ δ < g` the two-level matrix is symmetric with last diagonal entry `c`
and coupling `δ`, and its only eigenvalue at distance less than `g` from `c` is `c - δ² / g`. -/
theorem quadratic_deflation_error_sharp (c : ℝ) {g δ : ℝ} (hδ : 0 ≤ δ) (hδg : δ < g) :
    (twoLevel c g δ).IsHermitian ∧ diagEntry (twoLevel c g δ) 1 = c ∧
      coupling (twoLevel c g δ) 1 = δ ∧
      ∀ μ, (IsEigenvalue (twoLevel c g δ) μ ∧ |μ - c| < g) ↔ μ = c - δ ^ 2 / g := by
  have hg : 0 < g := hδ.trans_lt hδg
  have hs : δ ^ 2 / g * g = δ ^ 2 := div_mul_cancel₀ _ hg.ne'
  have hs0 : 0 ≤ δ ^ 2 / g := by positivity
  have hsg : δ ^ 2 / g < g := by
    rw [div_lt_iff₀ hg]
    nlinarith
  unfold twoLevel
  generalize δ ^ 2 / g = s at hs hs0 hsg ⊢
  refine ⟨Matrix.IsHermitian.ext fun i j => ?_, by simp [diagEntry], ?_, fun μ => ⟨?_, ?_⟩⟩
  · fin_cases i <;> fin_cases j <;> simp
  · have he : Finset.univ.erase (1 : Fin 2) = {0} := by decide
    rw [coupling, he]
    simp [Real.sqrt_sq_eq_abs, abs_of_nonneg hδ]
  · rintro ⟨⟨v, hv, hAv⟩, hw⟩
    have e0 : (c + g - s) * v 0 + δ * v 1 = μ * v 0 := by
      simpa [Matrix.mulVec, dotProduct, Fin.sum_univ_two] using congrFun hAv 0
    have e1 : δ * v 0 + c * v 1 = μ * v 1 := by
      simpa [Matrix.mulVec, dotProduct, Fin.sum_univ_two] using congrFun hAv 1
    -- the characteristic polynomial annihilates both components of the eigenvector
    have p0 : (μ - c - g) * (μ - c + s) * v 0 = 0 := by
      linear_combination (c - μ) * e0 - δ * e1 - v 0 * hs
    have p1 : (μ - c - g) * (μ - c + s) * v 1 = 0 := by
      linear_combination (c + g - s - μ) * e1 - δ * e0 - v 1 * hs
    have hne : μ - c - g ≠ 0 := by
      have := (abs_lt.mp hw).2
      exact ne_of_lt (by linarith)
    by_contra hμ
    have hne' : μ - c + s ≠ 0 := fun h => hμ (by linarith)
    apply hv
    ext i
    fin_cases i
    · exact (mul_eq_zero.mp p0).resolve_left (mul_ne_zero hne hne')
    · exact (mul_eq_zero.mp p1).resolve_left (mul_ne_zero hne hne')
  · rintro rfl
    refine ⟨⟨![δ, -g], fun h => hg.ne' ?_, ?_⟩, abs_lt.mpr ⟨by linarith, by linarith⟩⟩
    · have h1 : -g = 0 := congrFun h 1
      linarith
    · ext i
      fin_cases i
      · change (![c + g - s, δ] ⬝ᵥ ![δ, -g]) = (c - s) * δ
        simp only [dotProduct, Fin.sum_univ_two, Matrix.cons_val_zero, Matrix.cons_val_one]
        ring
      · change (![δ, c] ⬝ᵥ ![δ, -g]) = (c - s) * (-g)
        simp only [dotProduct, Fin.sum_univ_two, Matrix.cons_val_zero, Matrix.cons_val_one]
        linear_combination -hs

end

end QuadraticDeflation
```

The theorem states that the matrix is Hermitian, that its entry at index 1 is $c$ with coupling $\delta$, and that $c-\delta^2/g$ is the only eigenvalue in the window. The hypotheses of the quadratic bound are thus satisfied and its conclusion holds with equality, so no constant smaller than 1 can stand in front of $\delta^2/g$. The range $\delta<g$ is the useful one: for $\delta \ge g$ the bound is no better than the assumption $|\lambda-c|<g$.

In the proof, `p0` and `p1` are the two eliminated equations. The converse direction uses the unnormalised eigenvector `![δ, -g]` and checks both rows.

```lean
#print axioms QuadraticDeflation.exists_eigenvalue_near
#print axioms QuadraticDeflation.quadratic_deflation_error
#print axioms QuadraticDeflation.quadratic_deflation_error_sharp
```

```
'QuadraticDeflation.exists_eigenvalue_near' depends on axioms: [propext, Classical.choice, Quot.sound]
'QuadraticDeflation.quadratic_deflation_error' depends on axioms: [propext, Classical.choice, Quot.sound]
'QuadraticDeflation.quadratic_deflation_error_sharp' depends on axioms: [propext, Classical.choice, Quot.sound]
```
